# For the pairing force $-GB^\dagger B$ on $M\ge 1$ degenerate levels, the uniform BCS state with $p$ pairs on average lies $Gp(M-p)/M$ above the equal $p$-pair superposition

A BCS calculation for a small system with $p$ pairs chooses the occupation amplitudes so that the mean pair number is $p$, evaluates the energy in the product state, and takes the result as an estimate for exactly $p$ pairs. For $M$ degenerate levels with a constant pairing force, and the same occupation amplitude $v$ on every level, the error of this step has a closed form.

Take $M=10$, $p=5$, and set the common single-particle energy to zero. Then $|v|^2=1/2$, the BCS energy is $-27.5\,G$, and the lowest energy with exactly five pairs is $-30\,G$ for $G>0$. The difference is $2.5\,G = G\cdot 5\cdot 5/10$. The BCS value includes the term $-GM|v|^4=-2.5\,G$, which is often dropped in the gap-equation treatment; without it the estimate would be $-25\,G$.

In Lean 4 with Mathlib:

```lean
import Mathlib

open ComplexConjugate

namespace DegeneratePairing

noncomputable section

variable {M : ℕ}
```

## Pair configurations and the Hamiltonian

Each level is either empty or holds one pair, so a basis configuration is the set $s$ of filled levels. A state assigns it a complex amplitude $\psi(s)$. Singly occupied levels are excluded, and so is the common single-particle energy, which contributes equally to two states with the same mean pair number.

```lean
/-- A state of `M` pair levels: an amplitude for each set of filled levels. -/
abbrev State (M : ℕ) := Finset (Fin M) → ℂ
```

The annihilator $b_k$ empties level $k$ if it is filled and gives zero otherwise. Operators on different levels commute, so no signs arise. With $B=\sum_k b_k$, the amplitude of $s$ in $B\psi$ comes from configurations with one more filled level:
$$(B\psi)(s)=\sum_{k\notin s}\psi(s\cup\{k\}).$$

```lean
/-- The operator `B`, the sum of the hard-core pair annihilators: the amplitude of `s` in `B ψ`
collects the amplitudes of `s` with one more level filled. -/
def lower (ψ : State M) : State M := fun s => ∑ k ∈ sᶜ, ψ (insert k s)
```

The creators act the other way:
$$(B^\dagger\psi)(s)=\sum_{k\in s}\psi(s\setminus\{k\}).$$

```lean
/-- The operator `B†`, the sum of the hard-core pair creators. -/
def raise (ψ : State M) : State M := fun s => ∑ k ∈ s, ψ (s.erase k)
```

The Hamiltonian is $H=-GB^\dagger B$, where the real constant $G$ is the strength with which a pair scatters from any level to any other. The terms of $B^\dagger B$ that return a pair to its own level are included and contribute $-G$ per pair. The force is attractive for $G>0$.

```lean
/-- The pairing Hamiltonian `H = -G B†B`. -/
def hamiltonian (G : ℝ) (ψ : State M) : State M := fun s => -(G : ℂ) * raise (lower ψ) s
```

The inner product is $\langle\varphi|\psi\rangle=\sum_s\overline{\varphi(s)}\,\psi(s)$,

```lean
/-- The inner product `⟨φ|ψ⟩`. -/
def braket (φ ψ : State M) : ℂ := ∑ s, conj (φ s) * ψ s
```

and the squared norm is $\|\psi\|^2=\sum_s|\psi(s)|^2$.

```lean
/-- The squared norm of a state. -/
def normSq (ψ : State M) : ℝ := ∑ s, ‖ψ s‖ ^ 2
```

The energy is $E(\psi)=\mathrm{Re}\,\langle\psi|H\psi\rangle$. There is no division by the norm, so this is the physical expectation value when $\|\psi\|=1$.

```lean
/-- The real part of `⟨ψ|H ψ⟩`, which is the energy of a normalized state. -/
def energy (G : ℝ) (ψ : State M) : ℝ := (braket ψ (hamiltonian G ψ)).re
```

## The two states compared

There are $\binom Mp$ configurations of $p$ pairs, and the equal superposition gives each the amplitude $\binom Mp^{-1/2}$.

```lean
/-- The equal superposition of all configurations of `p` pairs, for `p ≤ M`. -/
def equalSuperposition (M p : ℕ) : State M :=
  fun s => if s.card = p then (((√(M.choose p : ℝ))⁻¹ : ℝ) : ℂ) else 0
```

The uniform BCS state is $\prod_k(u+v\,b_k^\dagger)|0\rangle$, with the same complex $u$ and $v$ on every level. Expanding the product gives the amplitude $v^{|s|}u^{M-|s|}$.

```lean
/-- The uniform BCS product state: each level is filled with amplitude `v`, empty with `u`. -/
def bcs (M : ℕ) (u v : ℂ) : State M := fun s => (∏ _k ∈ s, v) * ∏ _k ∈ sᶜ, u
```

## Moving one pair

Choosing a configuration $t$ and an empty level $k$ is the same as choosing $s=t\cup\{k\}$ and a filled level $k\in s$. Hence, for any $F$,
$$\sum_t\sum_{k\notin t}F(t,t\cup\{k\})=\sum_s\sum_{k\in s}F(s\setminus\{k\},s).$$
The proof supplies the two maps, `insert` and `erase`, and checks that they are mutually inverse.

```lean
/-- Summing over all ways to fill an empty level is summing over all ways to empty a filled one. -/
theorem sum_fill_eq_sum_empty {R : Type*} [AddCommMonoid R]
    (F : Finset (Fin M) → Finset (Fin M) → R) :
    ∑ t, ∑ k ∈ tᶜ, F t (insert k t) = ∑ s, ∑ k ∈ s, F (s.erase k) s := by
  rw [Finset.sum_sigma', Finset.sum_sigma']
  refine Finset.sum_nbij' (fun x => ⟨insert x.2 x.1, x.2⟩) (fun x => ⟨x.1.erase x.2, x.2⟩)
    ?_ ?_ ?_ ?_ ?_
  · rintro ⟨t, k⟩ _
    simp
  · rintro ⟨s, k⟩ _
    simp
  · rintro ⟨t, k⟩ h
    have h' : k ∉ t := by simpa using h
    simp [Finset.erase_insert h']
  · rintro ⟨s, k⟩ h
    have h' : k ∈ s := by simpa using h
    simp [Finset.insert_erase h']
  · rintro ⟨t, k⟩ h
    have h' : k ∉ t := by simpa using h
    simp [Finset.erase_insert h']
```

With $F(t,s)=\overline{\varphi(s)}\,\chi(t)$ this identity gives
$$\langle\varphi|B^\dagger\chi\rangle=\sum_s\sum_{k\in s}\overline{\varphi(s)}\,\chi(s\setminus\{k\})=\sum_t\sum_{k\notin t}\overline{\varphi(t\cup\{k\})}\,\chi(t)=\langle B\varphi|\chi\rangle,$$
so the two operators are adjoint, as their names say.

```lean
/-- `B†` is the adjoint of `B`. -/
theorem braket_raise (φ χ : State M) : braket φ (raise χ) = braket (lower φ) χ := by
  simp only [braket, raise, lower, map_sum, Finset.mul_sum, Finset.sum_mul]
  exact (sum_fill_eq_sum_empty (fun t s => conj (φ s) * χ t)).symm
```

## Amplitudes that depend only on the pair number

Both states have the form $\psi(s)=f(n)$ with $n=|s|$. Remove a level $k$ from $s$: the remaining set has $n-1$ filled and $M-n+1$ empty levels, and filling any of the latter returns to $n$ pairs. Thus $(B\psi)(s\setminus\{k\})=(M-n+1)f(n)$. Summing over the $n$ choices of $k$,
$$(B^\dagger B\psi)(s)=n(M-n+1)f(n).$$
In the proof, `hl` is the first of these counts, and the last lines perform the sum over $k$.

```lean
/-- On amplitudes that depend only on the number `n` of pairs, `B†B` multiplies by
`n (M - n + 1)`. -/
theorem raise_lower_symmetric (f : ℕ → ℂ) (s : Finset (Fin M)) :
    raise (lower (fun t => f t.card)) s = s.card * (M - s.card + 1) * f s.card := by
  have hl : ∀ k ∈ s, lower (fun t => f t.card) (s.erase k)
      = ((M : ℂ) - s.card + 1) * f s.card := by
    intro k hk
    have h1 := Finset.card_erase_add_one hk
    have h2 := Finset.card_add_card_compl (s.erase k)
    rw [Fintype.card_fin] at h2
    have h1' : ((s.erase k).card : ℂ) + 1 = s.card := by exact_mod_cast h1
    have h2' : ((s.erase k).card : ℂ) + (s.erase k)ᶜ.card = M := by exact_mod_cast h2
    have h3 : ∀ l ∈ (s.erase k)ᶜ, f (insert l (s.erase k)).card = f s.card := by
      intro l hl
      rw [Finset.card_insert_of_notMem (Finset.mem_compl.mp hl), h1]
    unfold lower
    rw [Finset.sum_congr rfl h3, Finset.sum_const, nsmul_eq_mul]
    linear_combination f s.card * (h2' - h1')
  unfold raise
  rw [Finset.sum_congr rfl hl, Finset.sum_const, nsmul_eq_mul]
  ring
```

Multiplying by $-G\,\overline{f(n)}$ and summing over configurations gives
$$E=-G\sum_s n(M-n+1)\,|f(n)|^2 .$$

```lean
/-- If the amplitudes depend only on the number `n` of pairs, the energy is `-G` times the
sum of `n (M - n + 1)` weighted with the squared amplitudes. -/
theorem energy_symmetric (G : ℝ) (f : ℕ → ℂ) :
    energy G (fun s : Finset (Fin M) => f s.card)
      = -G * ∑ s : Finset (Fin M), (s.card : ℝ) * (M - s.card + 1) * ‖f s.card‖ ^ 2 := by
  simp only [energy, braket, hamiltonian, raise_lower_symmetric f]
  rw [Complex.re_sum, Finset.mul_sum]
  refine Finset.sum_congr rfl fun s _ => ?_
  have h : conj (f s.card) * (-(G : ℂ) * (s.card * (M - s.card + 1) * f s.card))
      = ((-G * ((s.card : ℝ) * (M - s.card + 1) * ‖f s.card‖ ^ 2) : ℝ) : ℂ) := by
    push_cast
    linear_combination (-(G : ℂ) * (s.card * (M - s.card + 1))) * Complex.conj_mul' (f s.card)
  exact (congrArg Complex.re h).trans (Complex.ofReal_re _)
```

## Norms and energies

For $p\le M$ the equal superposition has squared norm $\binom Mp\cdot\binom Mp^{-1}=1$. For the BCS state the binomial theorem gives
$$\sum_s|v|^{2|s|}|u|^{2(M-|s|)}=(|v|^2+|u|^2)^M=1$$
when $|u|^2+|v|^2=1$. The first half of the proof groups configurations by size; the second uses the binomial theorem summed over subsets.

```lean
/-- For `p ≤ M` and `|u|² + |v|² = 1`, the equal superposition and the BCS state are normalized. -/
theorem normalized {p : ℕ} (hp : p ≤ M) {u v : ℂ} (huv : ‖u‖ ^ 2 + ‖v‖ ^ 2 = 1) :
    normSq (equalSuperposition M p) = 1 ∧ normSq (bcs M u v) = 1 := by
  constructor
  · have hc : (0 : ℝ) < M.choose p := by exact_mod_cast Nat.choose_pos hp
    have h : ∑ s ∈ (Finset.univ : Finset (Fin M)).powerset,
        (if s.card = p then (M.choose p : ℝ)⁻¹ else 0) = _ :=
      Finset.sum_powerset_apply_card (fun n => if n = p then (M.choose p : ℝ)⁻¹ else 0)
    rw [Finset.powerset_univ, Finset.card_univ, Fintype.card_fin] at h
    unfold normSq
    refine Eq.trans (Finset.sum_congr rfl fun s _ => ?_) (h.trans ?_)
    · by_cases hs : s.card = p
      · simp only [equalSuperposition, hs, if_true]
        rw [Complex.norm_real, Real.norm_eq_abs, sq_abs, inv_pow, Real.sq_sqrt hc.le]
      · simp [equalSuperposition, hs]
    · simp only [nsmul_eq_mul, mul_ite, mul_zero, Finset.sum_ite_eq', Finset.mem_range]
      rw [if_pos (by omega)]
      exact mul_inv_cancel₀ hc.ne'
  · have h := Fintype.sum_pow_mul_eq_add_pow (Fin M) (‖v‖ ^ 2) (‖u‖ ^ 2)
    rw [add_comm (‖v‖ ^ 2), huv, one_pow] at h
    unfold normSq
    refine Eq.trans (Finset.sum_congr rfl fun s _ => ?_) h
    simp only [bcs, Finset.prod_const, Finset.card_compl, norm_mul, norm_pow]
    ring
```

All the weight of the equal superposition sits at $n=p$, so the factor $n(M-n+1)$ comes out of the sum and the norm remains:
$$E_{\rm eq}=-Gp(M-p+1).$$

```lean
/-- For `p ≤ M`, the equal superposition of `p`-pair configurations has energy
`-G p (M - p + 1)`. -/
theorem energy_equalSuperposition (G : ℝ) {p : ℕ} (hp : p ≤ M) :
    energy G (equalSuperposition M p) = -G * (p * (M - p + 1)) := by
  have hn := (normalized hp (u := 1) (v := 0) (by simp)).1
  calc energy G (equalSuperposition M p)
      = -G * ∑ s, (s.card : ℝ) * (M - s.card + 1) * ‖equalSuperposition M p s‖ ^ 2 :=
        energy_symmetric G (fun n => if n = p then (((√(M.choose p : ℝ))⁻¹ : ℝ) : ℂ) else 0)
    _ = -G * (p * (M - p + 1) * normSq (equalSuperposition M p)) := by
        unfold normSq
        rw [Finset.mul_sum Finset.univ _ ((p : ℝ) * (M - p + 1))]
        congr 1
        refine Finset.sum_congr rfl fun s _ => ?_
        by_cases h : s.card = p
        · rw [h]
        · simp [equalSuperposition, h]
    _ = _ := by rw [hn, mul_one]
```

In the BCS state, with $x=|v|^2$, the pair number has the binomial distribution $\binom Mn x^n(1-x)^{M-n}$. Differentiating $(x+y)^M=\sum_n\binom Mn x^ny^{M-n}$ once and twice in $x$, multiplying by $x$ and $x^2$, and then setting $y=1-x$ gives
$$\langle n\rangle=Mx,\qquad \langle n(n-1)\rangle=M(M-1)x^2.$$
Since $n(M-n+1)=Mn-n(n-1)$,
$$\langle n(M-n+1)\rangle=M^2x-M(M-1)x^2=Mx+M(M-1)x(1-x),$$
and therefore
$$E_{\rm BCS}=-G\left(M|v|^2+M(M-1)|u|^2|v|^2\right).$$
The code takes the two moments, `h1` and `h2`, from identities for Bernstein polynomials evaluated at $x$.

```lean
/-- For `|u|² + |v|² = 1`, the BCS state has energy `-G (M |v|² + M (M - 1) |u|² |v|²)`. -/
theorem energy_bcs (G : ℝ) {u v : ℂ} (huv : ‖u‖ ^ 2 + ‖v‖ ^ 2 = 1) :
    energy G (bcs M u v) = -G * (M * ‖v‖ ^ 2 + M * (M - 1) * ‖u‖ ^ 2 * ‖v‖ ^ 2) := by
  have hu : ‖u‖ ^ 2 = 1 - ‖v‖ ^ 2 := by linarith
  have hb : bcs M u v = fun s => v ^ s.card * u ^ (M - s.card) := by
    funext s
    simp [bcs, Finset.card_compl]
  have hs : ∑ s ∈ (Finset.univ : Finset (Fin M)).powerset,
      (s.card : ℝ) * (M - s.card + 1) * ‖v ^ s.card * u ^ (M - s.card)‖ ^ 2 = _ :=
    Finset.sum_powerset_apply_card
      (fun n : ℕ => (n : ℝ) * (M - n + 1) * ‖v ^ n * u ^ (M - n)‖ ^ 2)
  rw [Finset.powerset_univ, Finset.card_univ, Fintype.card_fin] at hs
  -- first and second factorial moments of the binomial distribution
  have h1 := congrArg (Polynomial.eval (‖v‖ ^ 2)) (bernsteinPolynomial.sum_smul ℝ M)
  have h2 := congrArg (Polynomial.eval (‖v‖ ^ 2)) (bernsteinPolynomial.sum_mul_smul ℝ M)
  have hc : ∀ n : ℕ, ((n * (n - 1) : ℕ) : ℝ) = n * (n - 1) := by
    intro n
    cases n <;> simp
  simp only [Polynomial.eval_finsetSum, nsmul_eq_mul, Polynomial.eval_mul,
    Polynomial.eval_natCast, bernsteinPolynomial, Polynomial.eval_pow, Polynomial.eval_sub,
    Polynomial.eval_one, Polynomial.eval_X, hc] at h1 h2
  have ht : (M : ℝ) * ‖v‖ ^ 2 + M * (M - 1) * ‖u‖ ^ 2 * ‖v‖ ^ 2
      = M * (M * ‖v‖ ^ 2) - M * (M - 1) * (‖v‖ ^ 2) ^ 2 := by
    rw [hu]
    ring
  rw [hb]
  refine (energy_symmetric G (fun n => v ^ n * u ^ (M - n))).trans ?_
  congr 1
  refine hs.trans ?_
  rw [ht, ← h1, ← h2, Finset.mul_sum, ← Finset.sum_sub_distrib]
  refine Finset.sum_congr rfl fun j _ => ?_
  simp only [nsmul_eq_mul, norm_mul, norm_pow]
  rw [← hu]
  ring
```

## The equal superposition as a $p$-pair ground state

Let $\psi$ contain only $p$-pair configurations. By adjointness, $E(\psi)=-G\|B\psi\|^2$. Only sets $t$ with $p-1$ elements contribute to $B\psi$, and for them Cauchy–Schwarz over the $M-p+1$ empty levels gives
$$|(B\psi)(t)|^2\le(M-p+1)\sum_{k\notin t}|\psi(t\cup\{k\})|^2.$$
Summing over $t$ counts each $p$-pair configuration $p$ times, so
$$\|B\psi\|^2\le p(M-p+1)\|\psi\|^2.$$
For $G\ge0$, multiplication by $-G$ turns this into a lower bound on the energy. When $p\le M$ the equal superposition attains it, so $E_{\rm eq}$ is the ground-state energy for $p$ pairs. In the proof these steps are `he`, `hcs` and `hB`; the sum over $t$ uses the pair-moving identity again.

```lean
/-- For `G ≥ 0`, a state made of `p`-pair configurations only has energy at least
`-G p (M - p + 1)` times its squared norm. -/
theorem energy_lower_bound {G : ℝ} (hG : 0 ≤ G) {p : ℕ} (ψ : State M)
    (hψ : ∀ s, s.card ≠ p → ψ s = 0) :
    -G * (p * (M - p + 1)) * normSq ψ ≤ energy G ψ := by
  have he : energy G ψ = -G * normSq (lower ψ) := by
    have h1 : braket ψ (hamiltonian G ψ) = -(G : ℂ) * braket ψ (raise (lower ψ)) := by
      simp only [braket, hamiltonian, Finset.mul_sum]
      exact Finset.sum_congr rfl fun s _ => by ring
    have h2 : braket (lower ψ) (lower ψ) = ((normSq (lower ψ) : ℝ) : ℂ) := by
      simp only [braket, normSq, Complex.conj_mul', Complex.ofReal_sum, Complex.ofReal_pow]
    rw [energy, h1, braket_raise, h2, ← Complex.ofReal_neg, ← Complex.ofReal_mul,
      Complex.ofReal_re]
  -- Cauchy-Schwarz over the M - p + 1 levels that the last pair can occupy
  have hcs : ∀ t, ‖lower ψ t‖ ^ 2 ≤ ∑ k ∈ tᶜ, ((M : ℝ) - p + 1) * ‖ψ (insert k t)‖ ^ 2 := by
    intro t
    have hn : ‖lower ψ t‖ ≤ ∑ k ∈ tᶜ, ‖ψ (insert k t)‖ := norm_sum_le _ _
    refine (pow_le_pow_left₀ (norm_nonneg _) hn 2).trans (sq_sum_le_card_mul_sum_sq.trans ?_)
    rw [Finset.mul_sum]
    refine le_of_eq (Finset.sum_congr rfl fun k hk => ?_)
    by_cases hp : (insert k t).card = p
    · have h1 := Finset.card_add_card_compl t
      rw [Fintype.card_fin] at h1
      rw [Finset.card_insert_of_notMem (Finset.mem_compl.mp hk)] at hp
      have h1' : (t.card : ℝ) + tᶜ.card = M := by exact_mod_cast h1
      have h2' : (t.card : ℝ) + 1 = p := by exact_mod_cast hp
      rw [show (tᶜ.card : ℝ) = M - p + 1 by linarith]
    · simp [hψ _ hp]
  have hB : normSq (lower ψ) ≤ p * (M - p + 1) * normSq ψ := by
    refine (Finset.sum_le_sum fun t _ => hcs t).trans (le_of_eq ?_)
    refine (sum_fill_eq_sum_empty (fun _ s => ((M : ℝ) - p + 1) * ‖ψ s‖ ^ 2)).trans ?_
    unfold normSq
    rw [Finset.mul_sum]
    refine Finset.sum_congr rfl fun s _ => ?_
    by_cases h : s.card = p
    · rw [Finset.sum_const, nsmul_eq_mul, h]
      ring
    · simp [hψ s h]
  rw [he]
  nlinarith [mul_le_mul_of_nonneg_left hB hG]
```

## The excess energy

Now fix the mean pair number, $M|v|^2=p$. For $M\ge1$ this means $|v|^2=p/M$ and $|u|^2=(M-p)/M$, so
$$E_{\rm BCS}-E_{\rm eq}=G\left[p(M-p+1)-p-\frac{(M-1)p(M-p)}{M}\right]=\frac{Gp(M-p)}{M}.$$
The theorem states this multiplied by $M$, which also holds for $M=0$, where both sides vanish. It takes any real $G$, a natural number `p`, and complex `u` and `v` subject to `huv` (normalization) and `hv` (mean pair number). The condition $p\le M$ follows from $M|u|^2\ge0$. After that, the proof inserts the two energies and replaces $p$ by $M|v|^2$.

```lean
/-- If `|u|² + |v|² = 1` and `M |v|² = p`, then `M` times the energy of the BCS state above the
equal superposition of `p`-pair configurations is exactly `G p (M - p)`. -/
theorem bcs_excess_energy (G : ℝ) {p : ℕ} {u v : ℂ} (huv : ‖u‖ ^ 2 + ‖v‖ ^ 2 = 1)
    (hv : M * ‖v‖ ^ 2 = p) :
    M * (energy G (bcs M u v) - energy G (equalSuperposition M p)) = G * p * (M - p) := by
  have hu : ‖u‖ ^ 2 = 1 - ‖v‖ ^ 2 := by linarith
  -- the mean pair number cannot exceed the number of levels
  have hp : p ≤ M := by
    have h := mul_nonneg (Nat.cast_nonneg (α := ℝ) M) (sq_nonneg ‖u‖)
    rw [hu, mul_sub, mul_one, hv] at h
    exact_mod_cast sub_nonneg.mp h
  rw [energy_bcs G huv, energy_equalSuperposition G hp, hu, ← hv]
  ring
```

For $M=1$ the excess is zero: the level is either empty or full, and the BCS state is the exact one up to a phase. The smallest case with an error is $M=2$, $p=1$, with energies $-\tfrac32G$ and $-2G$.

For $G\ge0$ the excess can be compared with the binding energy $-E_{\rm eq}$:
$$M(E_{\rm BCS}-E_{\rm eq})=Gp(M-p)\le Gp(M-p+1)=-E_{\rm eq}.$$
When $G>0$ and $p\ge1$, the relative error is thus at most $1/M$. All of this is for a single degenerate shell with a constant pairing force; for a nuclear shell of angular momentum $j$, the number of pair levels is $M=j+\tfrac12$. If the level energies are unequal and $0<p<M$, the equal superposition is not an eigenstate, so it is no longer the $p$-pair ground state.

```lean
/-- For `G ≥ 0`, `p ≤ M`, `|u|² + |v|² = 1` and `M |v|² = p`, `M` times the excess energy of the
BCS state is at most the binding energy of the equal superposition. -/
theorem bcs_relative_error {G : ℝ} (hG : 0 ≤ G) {p : ℕ} (hp : p ≤ M) {u v : ℂ}
    (huv : ‖u‖ ^ 2 + ‖v‖ ^ 2 = 1) (hv : M * ‖v‖ ^ 2 = p) :
    M * (energy G (bcs M u v) - energy G (equalSuperposition M p))
      ≤ -energy G (equalSuperposition M p) := by
  rw [bcs_excess_energy G huv hv, energy_equalSuperposition G hp]
  nlinarith [mul_nonneg hG (Nat.cast_nonneg (α := ℝ) p)]

end

end DegeneratePairing
```

```lean
#print axioms DegeneratePairing.energy_lower_bound
#print axioms DegeneratePairing.bcs_excess_energy
#print axioms DegeneratePairing.bcs_relative_error
```

```
'DegeneratePairing.energy_lower_bound' depends on axioms: [propext, Classical.choice, Quot.sound]
'DegeneratePairing.bcs_excess_energy' depends on axioms: [propext, Classical.choice, Quot.sound]
'DegeneratePairing.bcs_relative_error' depends on axioms: [propext, Classical.choice, Quot.sound]
```
